# Harmonic umbrella windows stiffer than the profile's downward curvature have variance at most $1/(\beta(k-a))$

Let $F$ be a continuously differentiable free-energy profile on the real line such that $F(s)+as^2/2$ is convex. Add a harmonic bias $k(s-c)^2/2$ with $k>a$. At inverse temperature $\beta>0$, the coordinate $s$ in the biased ensemble then has variance at most $1/(\beta(k-a))$, wherever the centre $c$ is placed.

## How wide is an umbrella window?

Umbrella sampling restrains a coordinate near a chosen value, so that regions of high free energy are visited. The spacing of the windows depends on how far the coordinate spreads in each of them. On a flat profile the bias alone gives a Gaussian of variance $1/(\beta k)$. Near a barrier top the profile pushes the coordinate away and works against the bias.

The constant $a$ limits this effect. For a twice differentiable profile, the convexity condition says $F''\ge -a$ everywhere, so $a$ bounds the downward curvature of the barriers. The condition $k>a$ says that the bias outweighs this curvature and leaves a single well. For one coordinate on the whole line, the result turns such a curvature bound into a choice of stiffness: $k\ge a+1/(\beta\sigma^2)$ keeps the variance at or below a prescribed $\sigma^2$, where $\sigma>0$. This is an upper bound only: where the profile curves upward, a window can be much narrower, so the bound does not guarantee that neighbouring windows overlap.

## The statement and its Lean form

Write
$$U(s)=F(s)+\tfrac{k}{2}(s-c)^2,\qquad w(s)=\exp(-\beta U(s)),\qquad Z=\int_{-\infty}^{\infty} w(s)\,ds .$$
In Lean these are `biasedEnergy`, `weight` and `partitionFunction`. The weight is unnormalised; `biasedAverage` divides by $Z$, giving
$$\langle g\rangle=\frac1Z\int g(s)\,w(s)\,ds .$$
The mean $\langle s\rangle$ is `windowMean`, and $\langle(s-\langle s\rangle)^2\rangle$ is `windowVariance`.

The theorem `windowVariance_le` takes four hypotheses: `hβ` is $\beta>0$, `hF` says that $F$ is $C^1$, `hconv` is the convexity of $F(s)+as^2/2$ on all of $\mathbb R$, and `hk` is $k>a$. No sign is imposed on $a$. The stiffness follows the convention with the factor one half, so a bias written as $K(s-c)^2$ has $k=2K$.

The coordinate ranges over the whole line and $F$ is finite everywhere. The theorem as stated therefore does not cover periodic angles, or distances, which are confined to a half-line. The step left to the user is the identification of the density $w/Z$ with the distribution that a biased molecular simulation samples: $F$ has to be the free energy of the coordinate at the same temperature, with the other degrees of freedom integrated out.

## From convexity to the variance

Set $\kappa=k-a>0$.

**A parabola above every tangent.** The function $G(s)=F(s)+as^2/2$ is convex and differentiable, so $G(y)\ge G(x)+G'(x)(y-x)$. The difference $U-G$ is a quadratic polynomial with second derivative $\kappa$, so it equals its tangent at $x$ plus $\kappa(y-x)^2/2$. Adding the two relations gives
$$U(y)\ge U(x)+U'(x)(y-x)+\tfrac{\kappa}{2}(y-x)^2 .$$

**Growth of the slope.** Use this bound once from $m$ to $s$ and once from $s$ to $m$. The sum is
$$\kappa(s-m)^2\le\bigl(U'(s)-U'(m)\bigr)(s-m).$$

**Finite moments.** Put $e=U'(m)/\kappa$. The tangent bound at $m$, together with $\kappa\bigl(\tfrac{s-m}{2}+e\bigr)^2\ge0$, gives
$$U(s)\ge U(m)-\kappa e^2+\tfrac{\kappa}{4}(s-m)^2 .$$
Hence $w$ lies below a constant times $\exp(-\beta\kappa(s-m)^2/4)$. All moments are finite, and $Z>0$ because $w$ is positive.

**Integration by parts with a sign.** Differentiate:
$$\frac{d}{ds}\bigl[(s-m)w(s)\bigr]=w(s)-\beta(s-m)U'(s)w(s).$$
For $R\ge0$, the integral over $[m-R,m+R]$ is $R\,w(m+R)+R\,w(m-R)\ge0$. Replacing $U'(s)(s-m)$ by its lower bound can only increase the integrand, so
$$0\le\int_{m-R}^{m+R}\bigl[1-\beta\kappa(s-m)^2-\beta U'(m)(s-m)\bigr]w(s)\,ds .$$
Let $R\to\infty$ and divide by $Z$:
$$\beta\kappa\,\langle(s-m)^2\rangle+\beta U'(m)\,\langle s-m\rangle\le1 .$$

**Two choices of $m$.** For $m=\langle s\rangle$ the second average vanishes, and the variance bound follows. For a stationary point $m=x$ of $U$, the factor $U'(x)$ vanishes instead, and $\langle(s-x)^2\rangle\le1/(\beta\kappa)$. The same constant therefore bounds the mean square displacement from the bottom of the biased well.

**Choosing the stiffness.** If $k\ge a+1/(\beta\sigma^2)$, then $\beta(k-a)\ge1/\sigma^2$, and the variance is at most $\sigma^2$.

## The complete Lean file

```lean
import Mathlib

open MeasureTheory Filter Topology

namespace UmbrellaWindowWidth

noncomputable section

/-- The free-energy profile `F` plus a harmonic umbrella bias of stiffness `k` centred at `c`. -/
def biasedEnergy (F : ℝ → ℝ) (k c s : ℝ) : ℝ := F s + k * (s - c) ^ 2 / 2

/-- The Boltzmann weight of the biased energy at inverse temperature `β`. -/
def weight (β : ℝ) (F : ℝ → ℝ) (k c s : ℝ) : ℝ := Real.exp (-(β * biasedEnergy F k c s))

/-- The partition function of the umbrella window. -/
def partitionFunction (β : ℝ) (F : ℝ → ℝ) (k c : ℝ) : ℝ := ∫ s, weight β F k c s

/-- The average of an observable `g` under the normalized biased density, for a window with
integrable weight and observables integrable against it. -/
def biasedAverage (β : ℝ) (F : ℝ → ℝ) (k c : ℝ) (g : ℝ → ℝ) : ℝ :=
  (∫ s, g s * weight β F k c s) / partitionFunction β F k c

/-- The mean of the coordinate in the window. -/
def windowMean (β : ℝ) (F : ℝ → ℝ) (k c : ℝ) : ℝ := biasedAverage β F k c (fun s => s)

/-- The variance of the coordinate in the window. -/
def windowVariance (β : ℝ) (F : ℝ → ℝ) (k c : ℝ) : ℝ :=
  biasedAverage β F k c (fun s => (s - windowMean β F k c) ^ 2)

variable {β k a c : ℝ} {F : ℝ → ℝ}

/-- For a differentiable profile, the slope of the biased energy is the slope of the profile
plus the linear term of the harmonic bias. -/
theorem hasDerivAt_biasedEnergy (hF : Differentiable ℝ F) (k c s : ℝ) :
    HasDerivAt (biasedEnergy F k c) (deriv F s + k * (s - c)) s := by
  have h2 := ((((hasDerivAt_id' s).sub_const c).fun_pow 2).const_mul k).div_const 2
  refine ((hF s).hasDerivAt.fun_add h2).congr_deriv ?_
  simp only [Nat.cast_ofNat, Nat.reduceSub, pow_one]
  ring

/-- If `F + a s²/2` is convex and `F` is differentiable, the biased energy at `y` minus its tangent
at `x` is at least `(k - a)(y - x)²/2`, whatever the sign of `k - a`. -/
theorem biasedEnergy_lower (hF : Differentiable ℝ F)
    (hconv : ConvexOn ℝ Set.univ (fun s => F s + a * s ^ 2 / 2)) (k c x y : ℝ) :
    biasedEnergy F k c x + (deriv F x + k * (x - c)) * (y - x) + (k - a) / 2 * (y - x) ^ 2
      ≤ biasedEnergy F k c y := by
  have e : (fun s => F s + a * s ^ 2 / 2) = biasedEnergy F a 0 := by
    funext s
    simp [biasedEnergy]
  rw [e] at hconv
  have hd := hasDerivAt_biasedEnergy hF a 0 x
  -- the tangent inequality for the convexified profile
  have h : (deriv F x + a * (x - 0)) * (y - x)
      ≤ biasedEnergy F a 0 y - biasedEnergy F a 0 x := by
    rcases lt_trichotomy x y with hxy | hxy | hxy
    · have h1 := hconv.le_slope_of_hasDerivAt (Set.mem_univ x) (Set.mem_univ y) hxy hd
      rwa [slope_def_field, le_div_iff₀ (sub_pos.mpr hxy)] at h1
    · subst hxy
      simp
    · have h1 := hconv.slope_le_of_hasDerivAt (Set.mem_univ y) (Set.mem_univ x) hxy hd
      rw [slope_def_field, div_le_iff₀ (sub_pos.mpr hxy)] at h1
      linear_combination h1
  simp only [biasedEnergy] at h ⊢
  linear_combination h

/-- If `β > 0`, `F` is C¹, `F + a s²/2` is convex and `k > a`, every moment of the biased
weight about every point `m` is finite. -/
theorem integrable_moment (hβ : 0 < β) (hF : ContDiff ℝ 1 F)
    (hconv : ConvexOn ℝ Set.univ (fun s => F s + a * s ^ 2 / 2)) (hk : a < k)
    (c m : ℝ) (n : ℕ) : Integrable (fun s => (s - m) ^ n * weight β F k c s) := by
  have hκ : 0 < k - a := sub_pos.mpr hk
  have hκ' : k - a ≠ 0 := hκ.ne'
  have hb : 0 < β * (k - a) / 4 := by positivity
  obtain ⟨e, he⟩ : ∃ e, (k - a) * e = deriv F m + k * (m - c) :=
    ⟨(deriv F m + k * (m - c)) / (k - a), by field_simp⟩
  have g : Integrable (fun s : ℝ => s ^ n * Real.exp (-(β * (k - a) / 4) * s ^ 2)) := by
    have h := integrable_rpow_mul_exp_neg_mul_sq hb (s := (n : ℝ))
      (by linarith [(Nat.cast_nonneg n : (0 : ℝ) ≤ n)])
    simpa only [Real.rpow_natCast] using h
  have hcont : Continuous (weight β F k c) := by
    have hFc := hF.continuous
    show Continuous fun s => Real.exp (-(β * (F s + k * (s - c) ^ 2 / 2)))
    fun_prop
  -- the weight is dominated by a Gaussian centred at `m`
  let C := Real.exp (-(β * (biasedEnergy F k c m - (k - a) * e ^ 2)))
  refine ((g.comp_sub_right m).norm.const_mul C).mono'
    (((continuous_id.sub continuous_const).pow n).mul hcont).aestronglyMeasurable
    (ae_of_all _ fun s => ?_)
  have hw : weight β F k c s ≤ C * Real.exp (-(β * (k - a) / 4) * (s - m) ^ 2) := by
    have h1 := biasedEnergy_lower (hF.differentiable (by norm_num)) hconv k c m s
    rw [← he] at h1
    have h2 : 0 ≤ (k - a) * ((s - m) / 2 + e) ^ 2 := by positivity
    have h3 : biasedEnergy F k c m - (k - a) * e ^ 2 + (k - a) / 4 * (s - m) ^ 2
        ≤ biasedEnergy F k c s := by linear_combination h1 + h2
    have h4 := mul_le_mul_of_nonneg_left h3 hβ.le
    rw [← Real.exp_add]
    apply Real.exp_le_exp.mpr
    linear_combination h4
  have hw0 : 0 ≤ weight β F k c s := (Real.exp_pos _).le
  calc ‖(s - m) ^ n * weight β F k c s‖ = ‖(s - m) ^ n‖ * weight β F k c s := by
        rw [norm_mul, Real.norm_of_nonneg hw0]
    _ ≤ ‖(s - m) ^ n‖ * (C * Real.exp (-(β * (k - a) / 4) * (s - m) ^ 2)) :=
        mul_le_mul_of_nonneg_left hw (norm_nonneg _)
    _ = C * ‖(s - m) ^ n * Real.exp (-(β * (k - a) / 4) * (s - m) ^ 2)‖ := by
        rw [norm_mul, Real.norm_of_nonneg (Real.exp_pos _).le]
        ring

/-- If `β > 0`, `F` is C¹, `F + a s²/2` is convex and `k > a`, the partition function of the window
is positive. -/
theorem partitionFunction_pos (hβ : 0 < β) (hF : ContDiff ℝ 1 F)
    (hconv : ConvexOn ℝ Set.univ (fun s => F s + a * s ^ 2 / 2)) (hk : a < k) (c : ℝ) :
    0 < partitionFunction β F k c := by
  have i0 : Integrable (fun s => weight β F k c s) := by
    simpa only [pow_zero, one_mul] using integrable_moment hβ hF hconv hk c 0 0
  exact integral_exp_pos (f := fun s => -(β * biasedEnergy F k c s)) i0

/-- For `β > 0`, `F` of class C¹, `F + a s²/2` convex and `k > a`, the first two moments of the
window about any point `m` obey a bound involving the slope of the biased energy at `m`. -/
theorem moment_inequality (hβ : 0 < β) (hF : ContDiff ℝ 1 F)
    (hconv : ConvexOn ℝ Set.univ (fun s => F s + a * s ^ 2 / 2)) (hk : a < k) (c m : ℝ) :
    β * (k - a) * biasedAverage β F k c (fun s => (s - m) ^ 2)
      + β * (deriv F m + k * (m - c)) * biasedAverage β F k c (fun s => s - m) ≤ 1 := by
  have hFd : Differentiable ℝ F := hF.differentiable (by norm_num)
  have hZ := partitionFunction_pos hβ hF hconv hk c
  have i0 : Integrable (fun s => weight β F k c s) := by
    simpa only [pow_zero, one_mul] using integrable_moment hβ hF hconv hk c m 0
  have i1 : Integrable (fun s => (s - m) * weight β F k c s) := by
    simpa only [pow_one] using integrable_moment hβ hF hconv hk c m 1
  have i2 := integrable_moment hβ hF hconv hk c m 2
  let A := β * (k - a)
  let B := β * (deriv F m + k * (m - c))
  have i02 : Integrable (fun s => weight β F k c s - A * ((s - m) ^ 2 * weight β F k c s)) :=
    i0.sub (i2.const_mul A)
  have iG : Integrable (fun s => weight β F k c s - A * ((s - m) ^ 2 * weight β F k c s)
      - B * ((s - m) * weight β F k c s)) := i02.sub (i1.const_mul B)
  have hw (s : ℝ) : HasDerivAt (weight β F k c)
      (weight β F k c s * -(β * (deriv F s + k * (s - c)))) s :=
    ((hasDerivAt_biasedEnergy hFd k c s).const_mul β).fun_neg.exp
  have hd (s : ℝ) : HasDerivAt (fun s => (s - m) * weight β F k c s)
      (weight β F k c s + (s - m) * (weight β F k c s * -(β * (deriv F s + k * (s - c))))) s :=
    (((hasDerivAt_id' s).sub_const m).fun_mul (hw s)).congr_deriv (by ring)
  have hcont : Continuous fun s => weight β F k c s
      + (s - m) * (weight β F k c s * -(β * (deriv F s + k * (s - c)))) := by
    have h1 : Continuous (weight β F k c) :=
      continuous_iff_continuousAt.mpr fun s => (hw s).continuousAt
    have h2 : Continuous (deriv F) := hF.continuous_deriv le_rfl
    fun_prop
  -- integrate over `[m - R, m + R]`, where the boundary terms are nonnegative, and let `R → ∞`
  have hlim := intervalIntegral_tendsto_integral iG
    (tendsto_atBot_add_const_left atTop m tendsto_neg_atTop_atBot)
    (tendsto_atTop_add_const_left atTop m tendsto_id)
  have hpos := ge_of_tendsto (b := 0) hlim ((eventually_ge_atTop (0 : ℝ)).mono fun R hR => by
    have hftc := intervalIntegral.integral_eq_sub_of_hasDerivAt (a := m + -R) (b := m + R)
      (fun s _ => hd s) (hcont.intervalIntegrable _ _)
    have hmono := intervalIntegral.integral_mono_on (a := m + -R) (b := m + R) (by linarith)
      (hcont.intervalIntegrable _ _) iG.intervalIntegrable (fun s _ => by
        have h1 := biasedEnergy_lower hFd hconv k c m s
        have h2 := biasedEnergy_lower hFd hconv k c s m
        have hp : 0 ≤ β * weight β F k c s := mul_nonneg hβ.le (Real.exp_pos _).le
        have h3 : (k - a) * (s - m) ^ 2
            ≤ (deriv F s + k * (s - c) - (deriv F m + k * (m - c))) * (s - m) := by
          linear_combination h1 + h2
        have h4 := mul_le_mul_of_nonneg_left h3 hp
        simp only [A, B]
        linear_combination h4)
    rw [hftc] at hmono
    have p1 : 0 ≤ R * weight β F k c (m + R) := mul_nonneg hR (Real.exp_pos _).le
    have p2 : 0 ≤ R * weight β F k c (m + -R) := mul_nonneg hR (Real.exp_pos _).le
    refine le_trans ?_ hmono
    linear_combination p1 + p2)
  rw [integral_sub i02 (i1.const_mul B), integral_sub i0 (i2.const_mul A),
    integral_const_mul, integral_const_mul] at hpos
  have hfin : (A * (∫ s, (s - m) ^ 2 * weight β F k c s)
      + B * (∫ s, (s - m) * weight β F k c s)) / partitionFunction β F k c ≤ 1 := by
    rw [div_le_one hZ, partitionFunction]
    linarith
  simp only [biasedAverage]
  simp only [A, B] at hfin
  linear_combination hfin

/-- For `β > 0`, a C¹ profile with `F + a s²/2` convex and a bias of stiffness `k > a`, the
variance of the coordinate in the umbrella window is at most `1/(β(k - a))`, for any centre. -/
theorem windowVariance_le (hβ : 0 < β) (hF : ContDiff ℝ 1 F)
    (hconv : ConvexOn ℝ Set.univ (fun s => F s + a * s ^ 2 / 2)) (hk : a < k) (c : ℝ) :
    windowVariance β F k c ≤ 1 / (β * (k - a)) := by
  have hZ := partitionFunction_pos hβ hF hconv hk c
  have i0 : Integrable (fun s => weight β F k c s) := by
    simpa only [pow_zero, one_mul] using integrable_moment hβ hF hconv hk c 0 0
  have i1 : Integrable (fun s => s * weight β F k c s) := by
    simpa only [pow_one, sub_zero] using integrable_moment hβ hF hconv hk c 0 1
  have e (μ : ℝ) : ∫ s, (s - μ) * weight β F k c s
      = (∫ s, s * weight β F k c s) - μ * partitionFunction β F k c := by
    simp only [sub_mul]
    rw [integral_sub i1 (i0.const_mul μ), integral_const_mul, partitionFunction]
  have hm : windowMean β F k c * partitionFunction β F k c = ∫ s, s * weight β F k c s :=
    div_mul_cancel₀ _ hZ.ne'
  -- deviations from the mean average to zero
  have h0 : biasedAverage β F k c (fun s => s - windowMean β F k c) = 0 := by
    show (∫ s, (s - windowMean β F k c) * weight β F k c s) / partitionFunction β F k c = 0
    rw [e, hm, sub_self, zero_div]
  have h := moment_inequality hβ hF hconv hk c (windowMean β F k c)
  rw [h0, mul_zero, add_zero] at h
  rw [le_div_iff₀ (mul_pos hβ (sub_pos.mpr hk)), windowVariance]
  linarith

/-- For `β > 0`, a C¹ profile with `F + a s²/2` convex and a bias of stiffness `k > a`, the mean
square displacement from a stationary point `x` of the biased energy is at most `1/(β(k - a))`. -/
theorem displacement_from_stationary_le (hβ : 0 < β) (hF : ContDiff ℝ 1 F)
    (hconv : ConvexOn ℝ Set.univ (fun s => F s + a * s ^ 2 / 2)) (hk : a < k) (c x : ℝ)
    (hx : deriv F x + k * (x - c) = 0) :
    biasedAverage β F k c (fun s => (s - x) ^ 2) ≤ 1 / (β * (k - a)) := by
  have h := moment_inequality hβ hF hconv hk c x
  rw [hx, mul_zero, zero_mul, add_zero] at h
  rw [le_div_iff₀ (mul_pos hβ (sub_pos.mpr hk))]
  linarith

/-- For `β > 0` and a C¹ profile with `F + a s²/2` convex, a stiffness of at least
`a + 1/(βσ²)` keeps the window variance at or below a prescribed `σ²`, where `σ > 0`. -/
theorem stiffness_for_width (hβ : 0 < β) (hF : ContDiff ℝ 1 F)
    (hconv : ConvexOn ℝ Set.univ (fun s => F s + a * s ^ 2 / 2)) {σ : ℝ} (hσ : 0 < σ)
    (hk : a + 1 / (β * σ ^ 2) ≤ k) (c : ℝ) : windowVariance β F k c ≤ σ ^ 2 := by
  have hp : 0 < β * σ ^ 2 := by positivity
  have hq : 0 < 1 / (β * σ ^ 2) := by positivity
  have hak : a < k := by linarith
  have h1 : 1 / (β * σ ^ 2) ≤ k - a := by linarith
  rw [div_le_iff₀ hp] at h1
  refine (windowVariance_le hβ hF hconv hak c).trans ?_
  rw [div_le_iff₀ (mul_pos hβ (sub_pos.mpr hak))]
  linear_combination h1

end

end UmbrellaWindowWidth
```

```lean
#print axioms UmbrellaWindowWidth.windowVariance_le
#print axioms UmbrellaWindowWidth.displacement_from_stationary_le
#print axioms UmbrellaWindowWidth.stiffness_for_width
```

```
'UmbrellaWindowWidth.windowVariance_le' depends on axioms: [propext, Classical.choice, Quot.sound]
'UmbrellaWindowWidth.displacement_from_stationary_le' depends on axioms: [propext, Classical.choice, Quot.sound]
'UmbrellaWindowWidth.stiffness_for_width' depends on axioms: [propext, Classical.choice, Quot.sound]
```

## How the lemmas carry the argument

`hasDerivAt_biasedEnergy` computes $U'(s)=F'(s)+k(s-c)$; this expression, with `deriv F`, stands for $U'$ throughout. `biasedEnergy_lower` is the tangent bound. It recognises $F(s)+as^2/2$ as `biasedEnergy F a 0`, a bias of stiffness $a$ centred at zero, and compares the derivative at $x$ with the slope of the chord to $y$. The cases $x<y$, $x=y$ and $y<x$ are separate because the comparison reverses with the order of the points. The final `linear_combination` adds the remaining quadratic.

`integrable_moment` proves the Gaussian bound, with `h2` as the completed square, and obtains integrability by domination. `partitionFunction_pos` then gives $Z>0$. These two lemmas matter for the meaning of the result, since Lean assigns the value zero to the integral of a non-integrable function.

`moment_inequality` holds the central estimate for arbitrary $m$. Its `A` and `B` are $\beta\kappa$ and $\beta U'(m)$. Inside the limit argument, `hftc` is the fundamental theorem of calculus on $[m-R,m+R]$; the continuity of $F'$ makes the derivative integrable there. The step `h3` adds the two tangent bounds, `hmono` integrates the resulting pointwise inequality, and `p1` and `p2` are the signs of the boundary terms. `ge_of_tendsto` passes the nonnegativity to the integral over the whole line.

In `windowVariance_le`, the equation `h0` states that deviations from the mean average to zero, which removes the linear term. `displacement_from_stationary_le` removes it through the hypothesis `hx`, which says that $U'(x)=0$. `stiffness_for_width` first derives $k>a$ from the prescribed stiffness and then applies the variance bound.
